# The Dirac 1s hyperfine integrand of a point nucleus is integrable only for Zα < √3/2

## Radial functions, units and the hyperfine integrand

Lengths are measured in units of $\hbar/(mc)$ and energies in units of $mc^2$, so that $r$ is a dimensionless real number. Here $m$ is the electron mass. The coupling $x$ stands for $Z\alpha$, the nuclear charge number times the fine-structure constant, with $0<x<1$, and $g=\sqrt{1-x^2}$. The number $g$ serves both as the exponent of the radial functions $P$ and $Q$ at the origin and as the energy of the 1s state, rest energy included.

```lean
import Mathlib

open MeasureTheory Set

namespace DiracHyperfineThreshold

noncomputable section
```

The large radial component, without its normalisation factor, is

$$P(r)=r^{g}e^{-xr}.$$

The radial functions include the usual factor $r$, so the radial density is $P^2+Q^2$ with no further $r^2$. In Lean, `largeP` takes $g$ and $x$ as independent real numbers; the theorems that need $g^2+x^2=1$ assume it.

```lean
/-- The function `P(r) = r^g exp(-x r)`. For `0 < x < 1`, `g = sqrt(1 - x^2)` and `r > 0` it is the
unnormalised large radial component of the Dirac 1s state, with `x = Z alpha` and lengths in units
of `ħ/(mc)`. -/
def largeP (g x r : ℝ) : ℝ := r ^ g * Real.exp (-(x * r))
```

The small component is proportional to the large one:

$$Q(r)=-\frac{x}{1+g}\,P(r).$$

```lean
/-- The function `Q(r) = -x/(1+g) P(r)`, for `g ≠ -1`. For `0 < x < 1`, `g = sqrt(1 - x^2)` and
`r > 0` it is the small radial component of the Dirac 1s state that has `P` as its large one. -/
def smallQ (g x r : ℝ) : ℝ := -(x / (1 + g)) * largeP g x r
```

A point magnetic dipole at the nucleus couples the large component to the small one. In first-order perturbation theory the radial part of this coupling is $\int_0^\infty PQ/r^2\,dr$. The integrand is taken here as a definition, without the angular factor and the nuclear moment.

```lean
/-- The function `P(r) Q(r) / r^2`, for `g ≠ -1` and `r ≠ 0`. For `0 < x < 1`, `g = sqrt(1 - x^2)`
and `r > 0` it is the unnormalised 1s magnetic hyperfine integrand of a point nucleus, without the
angular factor and the nuclear moment. -/
def hyperfineIntegrand (g x r : ℝ) : ℝ := largeP g x r * smallQ g x r / r ^ 2
```

## A damped power is integrable exactly when its exponent exceeds −1

Let $c>0$ and let $s$ be real. For $0<r<1$ we have $e^{c}e^{-cr}=e^{c(1-r)}\ge 1$, hence

$$r^s\le e^{c}\,r^s e^{-cr}.$$

If the damped power is integrable, so is $r^s$ on $(0,1)$, and this requires $s>-1$. Conversely, if $s>-1$, the function is bounded by $r^s$ near the origin, and at large $r$ the exponential overcomes any power.

`IntegrableOn … (Ioi 0)` means Lebesgue integrability on $(0,\infty)$. The first half of the proof is the comparison above, applied through `Integrable.mono'`; the second half uses Mathlib's result for $r^s e^{-cr^p}$ at $p=1$.

```lean
/-- For `c > 0`, a power `r^s` damped by `exp(-c r)` is integrable over `r > 0` exactly when
`s > -1`. -/
theorem integrableOn_power_exp_iff {s c : ℝ} (hc : 0 < c) :
    IntegrableOn (fun r : ℝ => r ^ s * Real.exp (-(c * r))) (Ioi 0) ↔ -1 < s := by
  constructor
  · intro h
    -- near the origin the exponential is bounded below, so the pure power is integrable too
    have h1 : Integrable (fun r : ℝ => Real.exp c * (r ^ s * Real.exp (-(c * r))))
        (volume.restrict (Ioo 0 1)) :=
      Integrable.const_mul (h.mono_set Ioo_subset_Ioi_self) _
    have hm : Measurable (fun r : ℝ => r ^ s) := by fun_prop
    refine (intervalIntegral.integrableOn_Ioo_rpow_iff one_pos).1
      (Integrable.mono' h1 hm.aestronglyMeasurable ?_)
    filter_upwards [ae_restrict_mem measurableSet_Ioo] with r hr
    have hp : 0 ≤ r ^ s := Real.rpow_nonneg hr.1.le s
    have he : 1 ≤ Real.exp c * Real.exp (-(c * r)) := by
      rw [← Real.exp_add]
      apply Real.one_le_exp
      nlinarith [mul_pos hc (sub_pos.2 hr.2)]
    rw [Real.norm_of_nonneg hp]
    calc r ^ s = r ^ s * 1 := (mul_one _).symm
      _ ≤ r ^ s * (Real.exp c * Real.exp (-(c * r))) := mul_le_mul_of_nonneg_left he hp
      _ = Real.exp c * (r ^ s * Real.exp (-(c * r))) := by ring
  · intro hs
    have h := integrableOn_rpow_mul_exp_neg_mul_rpow (p := 1) hs (by norm_num) hc
    simpa only [Real.rpow_one, neg_mul] using h
```

## From the exponent to the coupling

For the hyperfine integrand the exponent will be $s=2g-2$. Since $g$ and $x$ are positive and $g^2=1-x^2$,

$$2g-2>-1\iff g>\tfrac12\iff g^2>\tfrac14\iff x^2<\tfrac34\iff x<\tfrac{\sqrt3}{2}.$$

Lean rewrites the last inequality as $(2x)^2<3$ and compares squares with `nlinarith`.

```lean
/-- For `x, g > 0` with `g^2 + x^2 = 1`, the exponent `2g - 2` lies above `-1` exactly when
`x < sqrt 3 / 2`. -/
theorem exponent_threshold {g x : ℝ} (hx : 0 < x) (hg : 0 < g) (h : g ^ 2 + x ^ 2 = 1) :
    -1 < 2 * g - 2 ↔ x < √3 / 2 := by
  rw [lt_div_iff₀ (by norm_num : (0 : ℝ) < 2), Real.lt_sqrt (by positivity)]
  constructor
  · intro h1
    nlinarith
  · intro h1
    by_contra h2
    have h3 : g ≤ 1 / 2 := by linarith
    nlinarith
```

For $0<x<1$ we have $1-x^2>0$, so its square root is positive and satisfies the relation just used.

```lean
/-- For `0 < x < 1` the number `g = sqrt(1 - x^2)` is positive and satisfies `g^2 + x^2 = 1`. -/
theorem sqrt_exponent {x : ℝ} (hx : 0 < x) (hx1 : x < 1) :
    0 < √(1 - x ^ 2) ∧ √(1 - x ^ 2) ^ 2 + x ^ 2 = 1 := by
  have h : 0 < 1 - x ^ 2 := by nlinarith
  refine ⟨Real.sqrt_pos.2 h, ?_⟩
  rw [Real.sq_sqrt h.le]
  ring
```

Combining the three statements gives the threshold for $r^{2g-2}e^{-cr}$.

```lean
/-- For `0 < x < 1`, `g = sqrt(1 - x^2)` and `c > 0`, the function `r^(2g-2) exp(-c r)` is
integrable over `r > 0` if and only if `x < sqrt 3 / 2`. -/
theorem hyperfine_integrable_iff {x c : ℝ} (hx : 0 < x) (hx1 : x < 1) (hc : 0 < c) :
    IntegrableOn (fun r : ℝ => r ^ (2 * √(1 - x ^ 2) - 2) * Real.exp (-(c * r))) (Ioi 0)
      ↔ x < √3 / 2 := by
  obtain ⟨hg, h⟩ := sqrt_exponent hx hx1
  exact (integrableOn_power_exp_iff hc).trans (exponent_threshold hx hg h)
```

The hypothesis $c>0$ represents the exponential decay of a bound state. With $c=0$ the equivalence is false: at $x=\tfrac12$, which is below the threshold, the function is $r^{\sqrt3-2}$. It is integrable near the origin, but its tail is not integrable at infinity.

## The functions solve the radial Dirac equations

For $\kappa=-1$ (the $s_{1/2}$ states), potential $-x/r$ and energy $g$, the equations are

$$P'=\frac{P}{r}+\Bigl(g+\frac{x}{r}+1\Bigr)Q,\qquad Q'=-\frac{Q}{r}-\Bigl(g+\frac{x}{r}-1\Bigr)P.$$

Write $q=x/(1+g)$, so that $Q=-qP$. Then $q(1+g)=x$, and $qx=x^2/(1+g)=1-g$. Differentiation gives $P'=(g/r-x)P$. The right side of the first equation is

$$\frac{P}{r}-q(1+g)P-\frac{qx}{r}P=\frac{P}{r}-xP-\frac{1-g}{r}P=\Bigl(\frac gr-x\Bigr)P.$$

The right side of the second is

$$\frac{q-x}{r}P+(1-g)P=-\frac{qg}{r}P+qxP=-q\Bigl(\frac gr-x\Bigr)P=Q'.$$

In the proof, `hP` and `hQ` are the two derivatives, `hq1` and `hq2` the two relations for $q$, and `linear_combination` assembles them. The theorem checks the equations at each $r>0$. It does not construct the Dirac operator with its domain, or show that this level is the lowest.

```lean
/-- For `g > 0` with `g^2 + x^2 = 1`, the functions `P` and `Q` solve at every `r > 0` the radial
Dirac equations with `κ = -1`, potential `-x/r` and energy `g`, in units of `mc^2`. -/
theorem radial_dirac {g x r : ℝ} (hg : 0 < g) (h : g ^ 2 + x ^ 2 = 1) (hr : 0 < r) :
    HasDerivAt (largeP g x) (largeP g x r / r + (g + x / r + 1) * smallQ g x r) r ∧
    HasDerivAt (smallQ g x) (-(smallQ g x r / r) - (g + x / r - 1) * largeP g x r) r := by
  -- logarithmic derivative of the common radial profile
  have hP : HasDerivAt (largeP g x) ((g / r - x) * largeP g x r) r := by
    change HasDerivAt (fun t : ℝ => t ^ g * Real.exp (-(x * t)))
      ((g / r - x) * (r ^ g * Real.exp (-(x * r)))) r
    have h1 := Real.hasDerivAt_rpow_const (x := r) (p := g) (Or.inl hr.ne')
    have h0 : HasDerivAt (fun t : ℝ => -(x * t)) (-x) r :=
      ((hasDerivAt_id' r).const_mul x).fun_neg.congr_deriv (by ring)
    refine (h1.fun_mul h0.exp).congr_deriv ?_
    rw [Real.rpow_sub_one hr.ne']
    ring
  have hQ : HasDerivAt (smallQ g x) (-(x / (1 + g)) * ((g / r - x) * largeP g x r)) r :=
    hP.const_mul _
  -- the two algebraic relations that fix the ratio of the components
  have hne : 1 + g ≠ 0 := by positivity
  have hq1 : x / (1 + g) * (1 + g) = x := div_mul_cancel₀ x hne
  have hq2 : x / (1 + g) * x = 1 - g := by
    rw [div_mul_eq_mul_div, div_eq_iff hne]
    linear_combination h
  constructor
  · refine hP.congr_deriv ?_
    simp only [smallQ]
    linear_combination largeP g x r * hq1 + largeP g x r / r * hq2
  · refine hQ.congr_deriv ?_
    simp only [smallQ]
    linear_combination largeP g x r * hq2 - largeP g x r / r * hq1
```

## The density stays integrable

Inserting $Q=-qP$ gives

$$P^2+Q^2=(1+q^2)\,r^{2g}e^{-2xr}.$$

Since $2g>0>-1$ and $2x>0$, the damped-power criterion applies with $c=2x$, and the state can be normalised.

```lean
/-- For `x, g > 0` the function `P^2 + Q^2` is integrable over `r > 0`. -/
theorem density_integrable {g x : ℝ} (hx : 0 < x) (hg : 0 < g) :
    IntegrableOn (fun r => largeP g x r ^ 2 + smallQ g x r ^ 2) (Ioi 0) := by
  have e : EqOn (fun r => largeP g x r ^ 2 + smallQ g x r ^ 2)
      (fun r => (1 + (x / (1 + g)) ^ 2) * (r ^ (2 * g) * Real.exp (-(2 * x * r)))) (Ioi 0) := by
    intro r hr
    have h1 : r ^ (2 * g) = r ^ g * r ^ g := by rw [two_mul, Real.rpow_add hr]
    have h2 : Real.exp (-(2 * x * r)) = Real.exp (-(x * r)) * Real.exp (-(x * r)) := by
      rw [← Real.exp_add]
      congr 1
      ring
    simp only [smallQ, largeP, h1, h2]
    ring
  rw [integrableOn_congr_fun e measurableSet_Ioi]
  exact Integrable.const_mul
    ((integrableOn_power_exp_iff (by positivity : 0 < 2 * x)).2 (by linarith)) _
```

## The hyperfine integrand has the threshold √3/2

In the same way,

$$\frac{PQ}{r^2}=-q\,r^{2g-2}e^{-2xr}.$$

The constant $-q$ is nonzero and does not affect integrability, so the condition is again $x<\sqrt3/2$. The integrand has one sign throughout, so where integrability fails the integral diverges and no cancellation can rescue it.

```lean
/-- For `x, g > 0` with `g^2 + x^2 = 1`, the hyperfine integrand `P Q / r^2` of the Dirac 1s state
is integrable over `r > 0` if and only if `x < sqrt 3 / 2`. -/
theorem dirac_1s_hyperfine_iff {g x : ℝ} (hx : 0 < x) (hg : 0 < g) (h : g ^ 2 + x ^ 2 = 1) :
    IntegrableOn (hyperfineIntegrand g x) (Ioi 0) ↔ x < √3 / 2 := by
  have e : EqOn (hyperfineIntegrand g x)
      (fun r => -(x / (1 + g)) * (r ^ (2 * g - 2) * Real.exp (-(2 * x * r)))) (Ioi 0) := by
    intro r hr
    have h1 : r ^ (2 * g - 2) = r ^ g * r ^ g / r ^ 2 := by
      rw [Real.rpow_sub hr, two_mul, Real.rpow_add hr, Real.rpow_two]
    have h2 : Real.exp (-(2 * x * r)) = Real.exp (-(x * r)) * Real.exp (-(x * r)) := by
      rw [← Real.exp_add]
      congr 1
      ring
    simp only [hyperfineIntegrand, smallQ, largeP, h1, h2]
    ring
  have hne : -(x / (1 + g)) ≠ 0 := neg_ne_zero.2 (by positivity)
  rw [integrableOn_congr_fun e measurableSet_Ioi]
  -- the nonzero ratio of the components does not affect integrability
  exact (integrable_const_mul_iff (IsUnit.mk0 _ hne) _).trans
    ((integrableOn_power_exp_iff (by positivity : 0 < 2 * x)).trans (exponent_threshold hx hg h))
```

The theorems decide integrability and evaluate no integral. Below the threshold, Gamma-function integrals give the value for the normalised state,

$$\frac{\int_0^\infty PQ\,r^{-2}\,dr}{\int_0^\infty (P^2+Q^2)\,dr}=-\frac{x^3}{g(2g-1)},$$

whose magnitude grows without bound as $g$ falls to $\tfrac12$.

## The window between √3/2 and 1

For $\sqrt3/2\le x<1$ the energy $g$ is still real and positive and the density is still integrable, but the hyperfine integrand is not. The lower end belongs to the window: there $g=\tfrac12$, and the integrand behaves as $1/r$ near the origin. For $0<g<\tfrac12$ the radial equations also have solutions that behave as $r^{-g}$ at the origin and are square-integrable there; the 1s state is taken here, as usual, to be the solution that behaves as $r^{g}$. The proof collects the earlier results at $g=\sqrt{1-x^2}$.

For a one-electron ion with a point charge and a point magnetic dipole, a relativistic calculation in this window therefore has no finite first-order 1s hyperfine constant to converge to, although the energy itself gives no warning.

```lean
/-- For `sqrt 3 / 2 ≤ x < 1` and `g = sqrt(1 - x^2)`, the energy `g` is positive and the density
`P^2 + Q^2` is integrable over `r > 0`, but the hyperfine integrand `P Q / r^2` is not. -/
theorem hyperfine_fails_before_energy {x : ℝ} (hx : √3 / 2 ≤ x) (hx1 : x < 1) :
    0 < √(1 - x ^ 2) ∧
    IntegrableOn (fun r => largeP (√(1 - x ^ 2)) x r ^ 2 + smallQ (√(1 - x ^ 2)) x r ^ 2)
      (Ioi 0) ∧
    ¬ IntegrableOn (hyperfineIntegrand (√(1 - x ^ 2)) x) (Ioi 0) := by
  have hx0 : 0 < x := lt_of_lt_of_le (by positivity) hx
  obtain ⟨hg, h⟩ := sqrt_exponent hx0 hx1
  exact ⟨hg, density_integrable hx0 hg,
    fun hi => not_lt_of_ge hx ((dirac_1s_hyperfine_iff hx0 hg h).1 hi)⟩

end

end DiracHyperfineThreshold
```

```lean
#print axioms DiracHyperfineThreshold.hyperfine_integrable_iff
-- 'DiracHyperfineThreshold.hyperfine_integrable_iff' depends on axioms: [propext, Classical.choice, Quot.sound]
#print axioms DiracHyperfineThreshold.radial_dirac
-- 'DiracHyperfineThreshold.radial_dirac' depends on axioms: [propext, Classical.choice, Quot.sound]
#print axioms DiracHyperfineThreshold.dirac_1s_hyperfine_iff
-- 'DiracHyperfineThreshold.dirac_1s_hyperfine_iff' depends on axioms: [propext, Classical.choice, Quot.sound]
#print axioms DiracHyperfineThreshold.hyperfine_fails_before_energy
-- 'DiracHyperfineThreshold.hyperfine_fails_before_energy' depends on axioms: [propext, Classical.choice, Quot.sound]
```
